# The Karton–Martin Hartree–Fock error model falls faster than any inverse power of the highest angular momentum and slower than any decaying exponential in it

The highest angular momentum $L$ in a basis set is an integer, but here it is a real variable. The Karton–Martin model then becomes an ordinary function of a real variable $L\ge 0$,

$$g(L) = (L+1)\,e^{-9\sqrt{L}},$$

and its behaviour for large basis sets becomes a limit $L\to\infty$ through real values. Nothing is lost for actual basis sets: a limit through the reals also holds along the integers $L = 2, 3, 4, \dots$

The subject is this model function, and not the Hartree–Fock equations. That the energies computed with successive members of one basis-set family follow $E_L = E + A\,g(L)$, with basis-set limit $E$ and a prefactor $A$ depending on the molecule, is an assumption. It enters only in the last theorem, on extrapolation.

```lean
import Mathlib

open Filter Topology

namespace KartonMartinDecay

noncomputable section
```

## The error function and the two-point formula

The prefactor $A$ does not affect how fast the error decays, so it is left out of $g$. The number 9 is an empirical rate, the same for all molecules, which says how quickly the Hartree–Fock error shrinks along a family of basis sets labelled by $L$. In the correlation-consistent sets each step adds functions of low angular momentum as well as a new highest shell, and for the neon atom only the added s and p functions lower the Hartree–Fock energy. In Lean, $g$ is `kmError`, a function from reals to reals. Lean sets $\sqrt L=0$ for negative $L$, but none of the theorems depends on the values there.

```lean
/-- The Karton-Martin model `(L + 1) exp(-9 √L)` for the Hartree-Fock basis-set error at
highest angular momentum `L ≥ 0`, up to a molecule-dependent prefactor. -/
def kmError (L : ℝ) : ℝ := (L + 1) * Real.exp (-9 * Real.sqrt L)
```

Energies at two different angular momenta suffice to determine the two unknowns $E$ and $A$. Let $E_X = E + A\,g(X)$ and $E_Y = E + A\,g(Y)$. Multiplying the second equation by $g(X)$, the first by $g(Y)$, and subtracting removes $A$:

$$g(X)E_Y - g(Y)E_X = E\,\bigl(g(X)-g(Y)\bigr).$$

Dividing by $g(X)-g(Y)$ gives the estimate of the limit. The definition takes any four real numbers. Lean assigns the value 0 to a division by zero, so the formula has its intended meaning only when $g(X)\neq g(Y)$, which is established below for $0\le X<Y$.

```lean
/-- The two-point estimate of the basis-set limit from energies `EX` and `EY` at angular momenta `X`
and `Y`. It is meaningful when `kmError X ≠ kmError Y`; otherwise its value is 0. -/
def kmExtrapolate (X Y EX EY : ℝ) : ℝ :=
  (kmError X * EY - kmError Y * EX) / (kmError X - kmError Y)
```

For $L\ge 0$ both factors of $g$ are positive, since $L+1\ge 1$ and an exponential is always positive. Hence $g(L)>0$, and later one may divide by it.

```lean
/-- The model error is positive for every `L ≥ 0`. -/
theorem kmError_pos {L : ℝ} (hL : 0 ≤ L) : 0 < kmError L := by
  unfold kmError
  positivity
```

## Faster than every inverse power

Put $s=\sqrt L$. The first ingredient is that $s^n e^{-9s}\to 0$ for each natural number $n$. For $s\ge 0$ we have $e^{-9s}\le e^{-s}$, and therefore

$$0\le s^n e^{-9s}\le s^n e^{-s}\to 0 .$$

The last limit is the standard fact that the exponential beats every power, which Mathlib supplies.

```lean
/-- In the variable `s = √L`, the factor `exp(-9 s)` suppresses every power of `s`. -/
theorem pow_mul_exp_tendsto_zero (n : ℕ) :
    Tendsto (fun s : ℝ => s ^ n * Real.exp (-9 * s)) atTop (𝓝 0) := by
  refine squeeze_zero' ?_ ?_ (Real.tendsto_pow_mul_exp_neg_atTop_nhds_zero n)
  · filter_upwards [eventually_ge_atTop (0 : ℝ)] with s hs
    positivity
  · filter_upwards [eventually_ge_atTop (0 : ℝ)] with s hs
    exact mul_le_mul_of_nonneg_left (Real.exp_le_exp.mpr (by linarith)) (pow_nonneg hs n)
```

In the statement, `Tendsto … atTop (𝓝 0)` reads "tends to 0 as the variable goes to $+\infty$". The proof is the squeeze above: `squeeze_zero'` asks for the two inequalities only for sufficiently large $s$, and `filter_upwards` restricts attention to $s\ge 0$.

For the error itself, $L=s^2$ gives

$$L^k g(L) = s^{2k}(s^2+1)e^{-9s} = s^{2k+2}e^{-9s} + s^{2k}e^{-9s}.$$

Both terms vanish as $s\to\infty$, and $s=\sqrt L\to\infty$ when $L\to\infty$. So $L^k g(L)\to 0$ for every natural $k$. The case $k=0$ says that the error itself goes to zero.

```lean
/-- The model error decays faster than every inverse power of `L`. -/
theorem kmError_faster_than_powers (k : ℕ) :
    Tendsto (fun L : ℝ => L ^ k * kmError L) atTop (𝓝 0) := by
  have h := ((pow_mul_exp_tendsto_zero (2 * k + 2)).add
    (pow_mul_exp_tendsto_zero (2 * k))).comp Real.tendsto_sqrt_atTop
  rw [add_zero] at h
  refine h.congr' ?_
  filter_upwards [eventually_ge_atTop (0 : ℝ)] with L hL
  have hs : Real.sqrt L ^ 2 = L := Real.sq_sqrt hL
  simp only [Function.comp_apply, kmError]
  rw [pow_add, pow_mul, hs]
  ring
```

The proof adds two instances of the previous lemma, with exponents $2k+2$ and $2k$, and composes the sum with the square root. The remaining lines verify the displayed identity for $L\ge 0$, where $(\sqrt L)^2=L$.

In composite calculations the Hartree–Fock and correlation energies are commonly extrapolated separately, the latter often with an error proportional to $L^{-3}$. The case $k=3$ says that, within these two models, the Hartree–Fock error eventually becomes negligible beside the correlation error, provided the latter has a non-zero prefactor.

## Slower than every exponential

Fix $c>0$. Multiplying the error by $e^{cL}$ compares it with $e^{-cL}$:

$$e^{cL}g(L) = (L+1)\,e^{cL-9\sqrt L}.$$

Once $\sqrt L\ge 10/c$, we have $c\sqrt L\ge 10$. Multiplying by $\sqrt L$ gives $cL\ge 10\sqrt L$, and so $cL-9\sqrt L\ge\sqrt L$. With $L+1\ge 1$ and $e^x\ge 1+x$,

$$e^{cL}g(L)\ \ge\ e^{cL-9\sqrt L}\ \ge\ 1+cL-9\sqrt L\ \ge\ \sqrt L .$$

The right-hand side grows without bound, and therefore so does the left.

```lean
/-- The model error decays more slowly than every exponential `exp(-c L)` with `c > 0`. -/
theorem kmError_slower_than_exponentials {c : ℝ} (hc : 0 < c) :
    Tendsto (fun L : ℝ => Real.exp (c * L) * kmError L) atTop atTop := by
  refine tendsto_atTop_mono' atTop ?_ Real.tendsto_sqrt_atTop
  filter_upwards [eventually_ge_atTop (0 : ℝ),
    Real.tendsto_sqrt_atTop.eventually_ge_atTop (10 / c)] with L hL hs
  show Real.sqrt L ≤ Real.exp (c * L) * ((L + 1) * Real.exp (-9 * Real.sqrt L))
  -- once c √L ≥ 10, the linear exponent wins over 9 √L by at least √L
  have h10 : 10 ≤ Real.sqrt L * c := (div_le_iff₀ hc).mp hs
  have hsq : Real.sqrt L * (Real.sqrt L * c) = c * L := by
    rw [← mul_assoc, Real.mul_self_sqrt hL, mul_comm]
  have hmul := mul_le_mul_of_nonneg_left h10 (Real.sqrt_nonneg L)
  have h1 : (1 : ℝ) ≤ L + 1 := by linarith
  calc Real.sqrt L ≤ Real.exp (c * L + -9 * Real.sqrt L) := by
        linarith [Real.add_one_le_exp (c * L + -9 * Real.sqrt L)]
    _ = Real.exp (c * L) * (1 * Real.exp (-9 * Real.sqrt L)) := by
        rw [Real.exp_add, one_mul]
    _ ≤ Real.exp (c * L) * ((L + 1) * Real.exp (-9 * Real.sqrt L)) := by
        gcongr
```

Here the second `atTop` in the statement means divergence to $+\infty$. The lemma `tendsto_atTop_mono'` transfers the divergence of $\sqrt L$ to anything that eventually lies above it. The hypothesis `h10` is $c\sqrt L\ge 10$, `hmul` is its product with $\sqrt L$, and the `calc` block is the chain of inequalities, with $e^x\ge 1+x$ entering as `Real.add_one_le_exp`.

The threshold $\sqrt L\ge 10/c$ is sufficient for the proof but not sharp. For $c=1$ it is $L\ge 100$, whereas numerically $g(L)$ overtakes $e^{-L}$ near $L=72$. Both values are far beyond any orbital basis in use. The theorem ranks the two forms asymptotically and does not say which error is smaller at $L=3$, 4 or 5.

The two limits together place the model strictly between the two families: for every natural $k$, $L^k g(L)\to 0$, and for every real $c>0$, $e^{cL}g(L)\to\infty$.

```lean
/-- The Karton-Martin error decays faster than every inverse power of `L` and more slowly
than every decaying exponential in `L`. -/
theorem kmError_between_powers_and_exponentials :
    (∀ k : ℕ, Tendsto (fun L : ℝ => L ^ k * kmError L) atTop (𝓝 0)) ∧
    (∀ c : ℝ, 0 < c → Tendsto (fun L : ℝ => Real.exp (c * L) * kmError L) atTop atTop) :=
  ⟨kmError_faster_than_powers, fun _ hc => kmError_slower_than_exponentials hc⟩
```

## The model error decreases strictly with the highest angular momentum

Let $0\le X<Y$, and write $s=\sqrt X$, $t=\sqrt Y$ and $d=t-s>0$. The claim $g(Y)<g(X)$ is equivalent to

$$t^2+1 < (s^2+1)\,e^{9d}.$$

Since $e^x\ge 1+x+x^2/2$ for $x\ge 0$, it is enough to show

$$t^2+1 < (s^2+1)\left(1+9d+\tfrac{81}{2}d^2\right).$$

Substituting $t=s+d$, the right side minus the left side is

$$d\,\bigl(9(s^2+1)-2s\bigr)+\tfrac{81}{2}s^2d^2+\tfrac{79}{2}d^2 .$$

The bracket equals $(s-1)^2+8s^2+8$, which is positive. The first term is thus positive and the other two are nonnegative, which proves the claim. No derivative is taken, so the endpoint $L=0$, where $\sqrt L$ is not differentiable, needs no separate treatment.

```lean
/-- The model error decreases strictly with `L` on `L ≥ 0`. -/
theorem kmError_strictAntiOn : StrictAntiOn kmError (Set.Ici 0) := by
  intro X hX Y hY hXY
  have hX' : 0 ≤ X := hX
  have hY' : 0 ≤ Y := hY
  have hd : 0 < Real.sqrt Y - Real.sqrt X := sub_pos.mpr (Real.sqrt_lt_sqrt hX' hXY)
  -- a polynomial inequality in s = √X and t = √Y
  have poly : ∀ s t : ℝ, 0 < t - s →
      t ^ 2 + 1 < (s ^ 2 + 1) * (1 + 9 * (t - s) + (9 * (t - s)) ^ 2 / 2) := by
    intro s t h
    have h9 : 0 < 9 * (s ^ 2 + 1) - 2 * s := by nlinarith [sq_nonneg (s - 1)]
    nlinarith [mul_pos h h9, mul_nonneg (sq_nonneg (t - s)) (sq_nonneg s),
      sq_nonneg (t - s)]
  have hp := poly _ _ hd
  rw [Real.sq_sqrt hX', Real.sq_sqrt hY'] at hp
  have hq := Real.quadratic_le_exp_of_nonneg
    (x := 9 * (Real.sqrt Y - Real.sqrt X)) (by linarith)
  have key : Y + 1 < (X + 1) * Real.exp (9 * (Real.sqrt Y - Real.sqrt X)) :=
    lt_of_lt_of_le hp (mul_le_mul_of_nonneg_left hq (by linarith))
  show (Y + 1) * Real.exp (-9 * Real.sqrt Y) < (X + 1) * Real.exp (-9 * Real.sqrt X)
  calc (Y + 1) * Real.exp (-9 * Real.sqrt Y)
      < (X + 1) * Real.exp (9 * (Real.sqrt Y - Real.sqrt X)) * Real.exp (-9 * Real.sqrt Y) :=
        mul_lt_mul_of_pos_right key (Real.exp_pos _)
    _ = (X + 1) * Real.exp (-9 * Real.sqrt X) := by
        rw [mul_assoc, ← Real.exp_add]
        congr 2
        ring
```

`StrictAntiOn kmError (Set.Ici 0)` means strictly decreasing on $[0,\infty)$. The polynomial inequality is `poly`. Inside it, `h9` is the positivity of the bracket, and `nlinarith` receives the products that make up the three terms. The quadratic bound on the exponential is `hq`, and `key` is the first displayed inequality. The final `calc` multiplies `key` by $e^{-9\sqrt Y}$ and combines the exponents.

## The error ratio of successive basis sets approaches one

For a purely exponential error $e^{-cL}$, each step $L\to L+1$ multiplies the error by the same factor $e^{-c}<1$. For the Karton–Martin model the factor is

$$\frac{g(L+1)}{g(L)}=\frac{L+2}{L+1}\,e^{-9(\sqrt{L+1}-\sqrt L)} .$$

It is at most 1 because $g$ decreases. For a lower bound with $L>0$, note that

$$\left(\sqrt L+\frac1{\sqrt L}\right)^2=L+2+\frac1L\ \ge\ L+1,$$

so $\sqrt{L+1}-\sqrt L\le 1/\sqrt L$. Using $e^x\ge 1+x$ and $(L+2)/(L+1)\ge 1$,

$$1-\frac{9}{\sqrt L}\ \le\ \frac{g(L+1)}{g(L)}\ \le\ 1 .$$

Both bounds tend to 1, and hence so does the ratio.

```lean
/-- The ratio of the model errors at `L + 1` and `L` tends to one as `L` grows. -/
theorem kmError_ratio_tendsto_one :
    Tendsto (fun L : ℝ => kmError (L + 1) / kmError L) atTop (𝓝 1) := by
  have hlow := (Real.tendsto_sqrt_atTop.const_div_atTop 9).const_sub 1
  rw [sub_zero] at hlow
  refine tendsto_of_tendsto_of_tendsto_of_le_of_le' hlow tendsto_const_nhds ?_ ?_
  · filter_upwards [eventually_gt_atTop (0 : ℝ)] with L hL
    have hs : 0 < Real.sqrt L := Real.sqrt_pos.mpr hL
    have hs2 : Real.sqrt L ^ 2 = L := Real.sq_sqrt hL.le
    have hsr : Real.sqrt L * (1 / Real.sqrt L) = 1 := mul_one_div_cancel hs.ne'
    -- the square root grows by at most 1/√L in one step
    have hu : Real.sqrt (L + 1) ≤ Real.sqrt L + 1 / Real.sqrt L := by
      refine Real.sqrt_le_iff.mpr ⟨by positivity, ?_⟩
      nlinarith [sq_nonneg (1 / Real.sqrt L)]
    have h9 : 9 / Real.sqrt L = 9 * (1 / Real.sqrt L) := by ring
    have h1 : 1 - 9 / Real.sqrt L ≤
        Real.exp (-9 * Real.sqrt (L + 1) + 9 * Real.sqrt L) := by
      linarith [Real.add_one_le_exp (-9 * Real.sqrt (L + 1) + 9 * Real.sqrt L)]
    rw [le_div_iff₀ (kmError_pos hL.le)]
    unfold kmError
    calc (1 - 9 / Real.sqrt L) * ((L + 1) * Real.exp (-9 * Real.sqrt L))
        ≤ Real.exp (-9 * Real.sqrt (L + 1) + 9 * Real.sqrt L) *
            ((L + 1) * Real.exp (-9 * Real.sqrt L)) :=
          mul_le_mul_of_nonneg_right h1 (by positivity)
      _ = (L + 1) * Real.exp (-9 * Real.sqrt (L + 1)) := by
          rw [mul_left_comm, ← Real.exp_add]
          congr 2
          ring
      _ ≤ (L + 1 + 1) * Real.exp (-9 * Real.sqrt (L + 1)) :=
          mul_le_mul_of_nonneg_right (by linarith) (Real.exp_pos _).le
  · filter_upwards [eventually_ge_atTop (0 : ℝ)] with L hL
    have hL1 : 0 ≤ L + 1 := by linarith
    exact (div_le_one (kmError_pos hL)).mpr
      (kmError_strictAntiOn (Set.mem_Ici.mpr hL) (Set.mem_Ici.mpr hL1) (by linarith)).le
```

The limit of the lower bound is `hlow`. The first bullet proves the lower inequality: `hu` bounds the growth of the square root, `h1` bounds the exponential, and the `calc` block works with the inequality after multiplication by $g(L)>0$. The second bullet takes the upper inequality from strict monotonicity.

At practical sizes the ratio is still small. Evaluating the formula gives about 0.112 for the step from $L=3$ to $L=4$ and about 0.143 from $L=4$ to $L=5$. A script that extrapolates with a constant ratio therefore uses a different assumption from the Karton–Martin model already in this range.

## Exact recovery of the basis-set limit

Suppose now that the two energies obey the model exactly, with any real $E$ and $A$ and with $0\le X<Y$. Inserting them in the numerator of the two-point formula, the terms in $A$ cancel:

$$g(X)\bigl(E+A\,g(Y)\bigr)-g(Y)\bigl(E+A\,g(X)\bigr)=E\,\bigl(g(X)-g(Y)\bigr).$$

Strict monotonicity gives $g(X)-g(Y)>0$, so division returns $E$. The two angular momenta need not be consecutive, and $A$ may have either sign or be zero.

```lean
/-- If the energies at `0 ≤ X < Y` follow the Karton-Martin model with limit `E` and
prefactor `A`, the two-point extrapolation returns `E` exactly. -/
theorem kmExtrapolate_exact (E A : ℝ) {X Y : ℝ} (hX : 0 ≤ X) (hXY : X < Y) :
    kmExtrapolate X Y (E + A * kmError X) (E + A * kmError Y) = E := by
  have hlt : kmError Y < kmError X :=
    kmError_strictAntiOn (Set.mem_Ici.mpr hX) (Set.mem_Ici.mpr (hX.trans hXY.le)) hXY
  unfold kmExtrapolate
  rw [div_eq_iff (sub_pos.mpr hlt).ne']
  ring

end

end KartonMartinDecay
```

In the proof, `hlt` is the inequality $g(Y)<g(X)$. It permits `div_eq_iff` to clear the denominator, after which `ring` verifies the cancellation. For Hartree–Fock extrapolation, this means that the two-point formula introduces no error of its own when the energies follow the one-prefactor model; for computed energies, which follow it only approximately, the result remains an estimate.

In a program the same formula is conveniently written as a correction to the energy from the larger basis:

$$E = E_Y-\frac{E_X-E_Y}{g(X)/g(Y)-1}.$$

For main-group elements from boron to neon, cc-pVTZ and cc-pVQZ have $L=3$ and $L=4$. Then $g(3)/g(4)\approx 8.92$, and the code subtracts $(E_3-E_4)/7.92$ from $E_4$, lowering the energy by a further 13% or so of the last improvement. The argument passed to $g$ must be the highest angular momentum that the fit intends: hydrogen's own functions in these sets stop one shell lower, but a molecule containing heavier atoms is normally assigned the value of the heavier atoms.

```lean
#print axioms KartonMartinDecay.kmError_between_powers_and_exponentials
-- 'KartonMartinDecay.kmError_between_powers_and_exponentials' depends on axioms: [propext, Classical.choice, Quot.sound]
#print axioms KartonMartinDecay.kmError_ratio_tendsto_one
-- 'KartonMartinDecay.kmError_ratio_tendsto_one' depends on axioms: [propext, Classical.choice, Quot.sound]
#print axioms KartonMartinDecay.kmExtrapolate_exact
-- 'KartonMartinDecay.kmExtrapolate_exact' depends on axioms: [propext, Classical.choice, Quot.sound]
```
